# The velocity of damped motion tends to zero on a potential bounded below with bounded gradient

If all we knew about a damped trajectory were that its energy falls, we could not conclude that its velocity tends to zero. On a potential bounded below the total energy dissipated is finite, but that leaves room for bursts up to the same speed that recur for ever, each shorter than the last. Bounded forces exclude such an endless series, because they need time to rebuild a speed, and friction drains energy meanwhile.

The result concerns $x''=-\nabla E(x)-c\,x'$ with constant friction $c>0$ and unit mass. It is a statement about the velocity in exact continuous time. It does not show that the forces tend to zero, which a relaxation method also requires, and it does not treat finite time steps or the adaptive velocity changes of the FIRE minimisation algorithm.

## The equation of motion and its energy

Positions and velocities live in a real inner product space $V$, which may be $\mathbb R^n$ with its Euclidean norm.

```lean
import Mathlib

open Filter Set Topology

namespace DampedDynamics

variable {V : Type*} [NormedAddCommGroup V] [InnerProductSpace ℝ V]
```

Write $v=x'$ and let $g$ be the gradient of $E$, so that the force is $-g$. The second-order equation becomes
$$x'=v,\qquad v'=-g(x)-c\,v\qquad(t\ge 0).$$
In Lean, `Ici 0` is the half-line $[0,\infty)$, and a derivative within it is one-sided at $t=0$ and ordinary afterwards. The existence of a trajectory is assumed, not derived.

```lean
/-- The pair `(x, v)` solves `x' = v`, `v' = -g(x) - c v` for all times `t ≥ 0`
(one-sided derivatives at `t = 0`). -/
structure IsDampedTrajectory (g : V → V) (c : ℝ) (x v : ℝ → V) : Prop where
  position : ∀ t, 0 ≤ t → HasDerivWithinAt x (v t) (Ici 0) t
  velocity : ∀ t, 0 ≤ t → HasDerivWithinAt v (-g (x t) - c • v t) (Ici 0) t
```

The total energy is $H(t)=E(x(t))+\tfrac12\|v(t)\|^2$.

```lean
/-- Potential plus kinetic energy (unit mass) at time `t`. -/
noncomputable def totalEnergy (E : V → ℝ) (x v : ℝ → V) (t : ℝ) : ℝ :=
  E (x t) + ‖v t‖ ^ 2 / 2
```

## Friction is the only loss

By the chain rule, $\frac{d}{dt}E(x)=\langle g(x),v\rangle$. The kinetic term gives
$$\frac{d}{dt}\frac{\|v\|^2}{2}=\langle v,-g(x)-c\,v\rangle=-\langle g(x),v\rangle-c\|v\|^2 .$$
The work terms cancel in the sum, leaving $H'=-c\|v\|^2$. From here on $V$ is complete, hence a Hilbert space, and `hE` says that $E$ has gradient $g(y)$ at every point $y$. The gradient need not be continuous. The final `ring` performs the cancellation.

```lean
variable [CompleteSpace V] {E : V → ℝ} {g : V → V} {c : ℝ} {x v : ℝ → V}

/-- The total energy changes at the rate `-c ‖v‖²`. -/
theorem energy_hasDeriv (hE : ∀ y, HasGradientAt E (g y) y)
    (h : IsDampedTrajectory g c x v) {t : ℝ} (ht : 0 ≤ t) :
    HasDerivWithinAt (totalEnergy E x v) (-(c * ‖v t‖ ^ 2)) (Ici 0) t := by
  have h1 : HasDerivWithinAt (fun s => E (x s)) (inner ℝ (g (x t)) (v t)) (Ici 0) t := by
    have h0 := (hE (x t)).hasFDerivAt.comp_hasDerivWithinAt t (h.position t ht)
    simpa [Function.comp_def] using h0
  have h2 := (h.velocity t ht).norm_sq.div_const 2
  have h3 : HasDerivWithinAt (totalEnergy E x v) _ (Ici 0) t := h1.add h2
  refine h3.congr_deriv ?_
  -- the work of the conservative force cancels
  rw [inner_sub_right, inner_neg_right, inner_smul_right, real_inner_self_eq_norm_sq,
    real_inner_comm (g (x t)) (v t)]
  ring
```

For $c\ge0$ this derivative is never positive, so $H$ is non-increasing on $[0,\infty)$, which is what `AntitoneOn` says.

```lean
/-- With non-negative friction the total energy never increases. -/
theorem energy_antitone (hE : ∀ y, HasGradientAt E (g y) y)
    (h : IsDampedTrajectory g c x v) (hc : 0 ≤ c) :
    AntitoneOn (totalEnergy E x v) (Ici 0) := by
  refine antitoneOn_of_hasDerivWithinAt_nonpos (f' := fun t => -(c * ‖v t‖ ^ 2))
    (convex_Ici 0) (fun t ht => (energy_hasDeriv hE h ht).continuousWithinAt)
    (fun t ht => (energy_hasDeriv hE h (interior_subset ht)).mono interior_subset) ?_
  intro t _
  have : 0 ≤ c * ‖v t‖ ^ 2 := by positivity
  linarith
```

## Every time window has a representative instant

Let $0\le a<b$. The mean value theorem gives an $s\in(a,b)$ with $H'(s)=(H(b)-H(a))/(b-a)$, that is,
$$c\|v(s)\|^2\,(b-a)=H(a)-H(b).$$
For $c>0$, a window of fixed length in which little energy is lost therefore contains a slow instant.

```lean
/-- In every time window there is an instant at which the dissipation rate times the length
of the window equals the energy lost over the window. -/
theorem exists_mean_dissipation (hE : ∀ y, HasGradientAt E (g y) y)
    (h : IsDampedTrajectory g c x v) {a b : ℝ} (ha : 0 ≤ a) (hab : a < b) :
    ∃ s ∈ Ioo a b, c * ‖v s‖ ^ 2 * (b - a) = totalEnergy E x v a - totalEnergy E x v b := by
  obtain ⟨s, hs, hs'⟩ := exists_hasDerivAt_eq_slope (totalEnergy E x v)
    (fun t => -(c * ‖v t‖ ^ 2)) hab
    (fun t ht => (energy_hasDeriv hE h (ha.trans ht.1)).continuousWithinAt.mono
      (fun r hr => ha.trans hr.1))
    (fun t ht => (energy_hasDeriv hE h (ha.trans ht.1.le)).hasDerivAt
      (Ici_mem_nhds (ha.trans_lt ht.1)))
  refine ⟨s, hs, ?_⟩
  rw [eq_div_iff (sub_pos.2 hab).ne'] at hs'
  linarith
```

## Regaining speed costs energy

Let $c\ge0$, and suppose $\|g(x(t))\|\le G$ and $\|v(t)\|\le B$ along the path. Since $\frac{d}{dt}\|v\|^4=4\|v\|^2\langle v,-g-c\,v\rangle$,
$$\frac{d}{dt}\bigl(c\|v\|^4+4GB\,H\bigr)=4c\|v\|^2\bigl(-\langle v,g\rangle-c\|v\|^2-GB\bigr)\le 0,$$
because the Cauchy–Schwarz inequality bounds the power $-\langle v,g\rangle$ by $GB$. For $c>0$ the speed can thus grow only if $H$ falls by a corresponding amount. In the code, `hd` is the derivative, and `h2` and `h3` bound the power.

```lean
/-- If forces are bounded by `G` and speeds by `B` along the path, then
`c ‖v‖⁴ + 4 G B H` never increases, where `H` is the total energy. -/
theorem speed_energy_antitone (hE : ∀ y, HasGradientAt E (g y) y)
    (h : IsDampedTrajectory g c x v) (hc : 0 ≤ c) {G B : ℝ}
    (hG : ∀ t, 0 ≤ t → ‖g (x t)‖ ≤ G) (hB : ∀ t, 0 ≤ t → ‖v t‖ ≤ B) :
    AntitoneOn (fun t => c * ‖v t‖ ^ 4 + 4 * G * B * totalEnergy E x v t) (Ici 0) := by
  have hf : (fun t => c * ‖v t‖ ^ 4 + 4 * G * B * totalEnergy E x v t) =
      fun t => c * (‖v t‖ ^ 2 * ‖v t‖ ^ 2) + 4 * G * B * totalEnergy E x v t := by
    funext t
    ring
  have hd : ∀ t, 0 ≤ t → HasDerivWithinAt
      (fun s => c * (‖v s‖ ^ 2 * ‖v s‖ ^ 2) + 4 * G * B * totalEnergy E x v s)
      (4 * c * ‖v t‖ ^ 2 * (inner ℝ (v t) (-g (x t) - c • v t) - G * B)) (Ici 0) t := by
    intro t ht
    have h1 := (h.velocity t ht).norm_sq
    have h2 := ((h1.mul h1).const_mul c).add ((energy_hasDeriv hE h ht).const_mul (4 * G * B))
    exact h2.congr_deriv (by ring)
  rw [hf]
  refine antitoneOn_of_hasDerivWithinAt_nonpos (convex_Ici 0)
    (fun t ht => (hd t ht).continuousWithinAt)
    (fun t ht => (hd t (interior_subset ht)).mono interior_subset) ?_
  intro t ht
  have ht0 : 0 ≤ t := interior_subset ht
  -- the power delivered by the force is at most `G B`
  have h2 := neg_le_of_abs_le (abs_real_inner_le_norm (v t) (g (x t)))
  have h3 : ‖v t‖ * ‖g (x t)‖ ≤ B * G :=
    mul_le_mul (hB t ht0) (hG t ht0) (norm_nonneg _) ((norm_nonneg _).trans (hB t ht0))
  have h4 : 0 ≤ c * ‖v t‖ ^ 2 := by positivity
  rw [inner_sub_right, inner_neg_right, inner_smul_right, real_inner_self_eq_norm_sq]
  exact mul_nonpos_of_nonneg_of_nonpos (by positivity) (by linarith)
```

## The velocity tends to zero

Now let $c>0$ and let $E\ge E_0$ everywhere, so that the energy reserve is finite, and let $\|g(y)\|\le G$ wherever $E(y)\le H(0)$. This region contains the whole path, since $E(x(t))\le H(t)\le H(0)$. The speed is bounded too:
$$\|v\|\le\tfrac12\|v\|^2+\tfrac12\le H(0)-E_0+1=:B.$$

Given $\varepsilon>0$, choose $\eta>0$ with $\eta\,(B^2+4GB+1)=c\,\varepsilon^4$. As $H$ is bounded below, there is a time $T\ge 0$ after which at most $\eta$ of energy is still to be lost. The window $(T,T+1)$ contains an $s$ with $c\|v(s)\|^2\le\eta$. For every $t\ge s$,
$$c\|v(t)\|^4\le c\|v(s)\|^4+4GB\,(H(s)-H(t))\le\eta B^2+4GB\,\eta<c\,\varepsilon^4,$$
so $\|v(t)\|<\varepsilon$. Lean reaches the last step by contradiction: `hcon` supposes that the speed is at least $\varepsilon$ at some such $t$, and `h1` to `h5` are the pieces of the displayed chain.

```lean
/-- With friction `c > 0`, a potential bounded below, and forces bounded on the region
`E ≤ H(0)` accessible at the initial total energy, the velocity tends to zero. -/
theorem velocity_tendsto_zero (hE : ∀ y, HasGradientAt E (g y) y)
    (h : IsDampedTrajectory g c x v) (hc : 0 < c) {E₀ G : ℝ} (hlow : ∀ y, E₀ ≤ E y)
    (hG : ∀ y, E y ≤ totalEnergy E x v 0 → ‖g y‖ ≤ G) :
    Tendsto v atTop (𝓝 0) := by
  have hanti := energy_antitone hE h hc.le
  have hH : ∀ t, 0 ≤ t → E (x t) + ‖v t‖ ^ 2 / 2 ≤ totalEnergy E x v 0 :=
    fun t ht => hanti (mem_Ici.2 le_rfl) (mem_Ici.2 ht) ht
  have hGt : ∀ t, 0 ≤ t → ‖g (x t)‖ ≤ G := fun t ht =>
    hG _ (by linarith [hH t ht, sq_nonneg ‖v t‖])
  obtain ⟨B, hB⟩ : ∃ B, ∀ t, 0 ≤ t → ‖v t‖ ≤ B :=
    ⟨totalEnergy E x v 0 - E₀ + 1, fun t ht => by
      nlinarith [hH t ht, hlow (x t), sq_nonneg (‖v t‖ - 1)]⟩
  have hG0 : 0 ≤ G := (norm_nonneg _).trans (hGt 0 le_rfl)
  have hB0 : 0 ≤ B := (norm_nonneg _).trans (hB 0 le_rfl)
  rw [Metric.tendsto_atTop]
  intro ε hε
  have hD : 0 < B ^ 2 + 4 * G * B + 1 := by positivity
  obtain ⟨η, hη, hηε⟩ : ∃ η : ℝ, 0 < η ∧ η * (B ^ 2 + 4 * G * B + 1) = c * ε ^ 4 :=
    ⟨c * ε ^ 4 / (B ^ 2 + 4 * G * B + 1), by positivity, div_mul_cancel₀ _ hD.ne'⟩
  -- after some time `T` at most `η` of energy is still to be lost
  obtain ⟨T, hT, hTη⟩ : ∃ T : ℝ, 0 ≤ T ∧ ∀ t, T ≤ t →
      totalEnergy E x v T - totalEnergy E x v t ≤ η := by
    have hb : BddBelow (totalEnergy E x v '' Ici 0) := by
      refine ⟨E₀, ?_⟩
      rintro _ ⟨t, _, rfl⟩
      unfold totalEnergy
      linarith [hlow (x t), sq_nonneg ‖v t‖]
    obtain ⟨_, ⟨T, hT, rfl⟩, hlt⟩ := exists_lt_of_csInf_lt
      (nonempty_Ici.image (totalEnergy E x v)) (lt_add_of_pos_right _ hη)
    refine ⟨T, hT, fun t ht => ?_⟩
    have := csInf_le hb (mem_image_of_mem _ (mem_Ici.2 (le_trans hT ht)))
    linarith
  -- a slow instant `s`, after which the speed cannot grow back
  obtain ⟨s, hs, hs'⟩ := exists_mean_dissipation hE h hT (lt_add_one T)
  have hsη : c * ‖v s‖ ^ 2 ≤ η := by
    linarith [hTη (T + 1) (by linarith),
      show c * ‖v s‖ ^ 2 * (T + 1 - T) = c * ‖v s‖ ^ 2 by ring]
  have hs0 : 0 ≤ s := hT.trans hs.1.le
  refine ⟨s, fun t ht => ?_⟩
  rw [dist_zero_right]
  by_contra hcon
  have h1 := mul_le_mul_of_nonneg_left (pow_le_pow_left₀ hε.le (not_lt.1 hcon) 4) hc.le
  have h2 : c * ‖v t‖ ^ 4 + 4 * G * B * totalEnergy E x v t ≤
      c * ‖v s‖ ^ 4 + 4 * G * B * totalEnergy E x v s :=
    speed_energy_antitone hE h hc.le hGt hB (mem_Ici.2 hs0) (mem_Ici.2 (hs0.trans ht)) ht
  have h3 : totalEnergy E x v s - totalEnergy E x v t ≤ η := by
    linarith [hTη t (hs.1.le.trans ht), hanti (mem_Ici.2 hT) (mem_Ici.2 hs0) hs.1.le]
  have h4 := mul_le_mul_of_nonneg_left h3 (show 0 ≤ 4 * G * B by positivity)
  have h5 : c * ‖v s‖ ^ 2 * ‖v s‖ ^ 2 ≤ η * B ^ 2 :=
    mul_le_mul hsη (pow_le_pow_left₀ (norm_nonneg _) (hB s hs0) 2) (by positivity) hη.le
  linarith [show c * ‖v s‖ ^ 2 * ‖v s‖ ^ 2 = c * ‖v s‖ ^ 4 by ring]
```

If the gradient is bounded on all of $V$, it is bounded on the accessible region. This gives both conclusions together: $E(x)+\tfrac12\|v\|^2$ is non-increasing for $t\ge0$, and $v(t)\to0$ as $t\to\infty$.

```lean
/-- Damped dynamics on a potential that is bounded below and has bounded gradient: the total
energy is non-increasing and the velocity tends to zero. -/
theorem damped_dynamics (hE : ∀ y, HasGradientAt E (g y) y)
    (h : IsDampedTrajectory g c x v) (hc : 0 < c) {E₀ G : ℝ} (hlow : ∀ y, E₀ ≤ E y)
    (hG : ∀ y, ‖g y‖ ≤ G) :
    AntitoneOn (fun t => E (x t) + ‖v t‖ ^ 2 / 2) (Ici 0) ∧ Tendsto v atTop (𝓝 0) :=
  ⟨energy_antitone hE h hc.le, velocity_tendsto_zero hE h hc hlow fun y _ => hG y⟩
```

The potential must be differentiable everywhere, so one with a Coulomb singularity at coinciding nuclei does not qualify as it stands. Nor does a vanishing velocity mean arrival at a minimum: remaining at rest on a saddle point is a solution too. The position need not even converge: on $E(x)=\log(1+e^{-x})$ in one dimension it drifts to infinity, although its speed tends to zero.

## A harmonic well

The well $E(y)=\tfrac12\|y\|^2$ has gradient $y$, which is unbounded as soon as $V\ne0$. It needs the version with forces bounded on the accessible region only.

```lean
/-- The harmonic well `‖y‖²/2` has gradient `y`. -/
theorem harmonic_gradient (y : V) : HasGradientAt (fun z : V => 1 / 2 * ‖z‖ ^ 2) y y := by
  rw [hasGradientAt_iff_hasFDerivAt]
  refine ((hasStrictFDerivAt_norm_sq y).hasFDerivAt.const_mul (1 / 2 : ℝ)).congr_fderiv ?_
  ext z
  simp
```

With $c=2$ the motion is critically damped, and one solution is $x=e^{-t}a$, $v=-e^{-t}a$. It solves the equation because $v'=e^{-t}a=-e^{-t}a+2e^{-t}a$. Initially $H(0)=\|a\|^2$, so the accessible region is $\|y\|\le\sqrt2\,\|a\|$, and $G=2\|a\|$ is a sufficient bound.

```lean
omit [CompleteSpace V] in
/-- For the force `-y` and friction `c = 2`, `x(t) = e⁻ᵗ a` is a damped trajectory, and `‖y‖` is
at most `2‖a‖` where `‖y‖²/2` does not exceed the initial total energy. -/
theorem critically_damped_witness (a : V) :
    IsDampedTrajectory (fun y : V => y) 2 (fun t => Real.exp (-t) • a)
      (fun t => (-Real.exp (-t)) • a) ∧
    ∀ y : V, 1 / 2 * ‖y‖ ^ 2 ≤ totalEnergy (fun z : V => 1 / 2 * ‖z‖ ^ 2)
      (fun t => Real.exp (-t) • a) (fun t => (-Real.exp (-t)) • a) 0 → ‖y‖ ≤ 2 * ‖a‖ := by
  have he : ∀ t : ℝ, HasDerivAt (fun s : ℝ => Real.exp (-s)) (-Real.exp (-t)) t := fun t =>
    (hasDerivAt_neg t).exp.congr_deriv (by ring)
  refine ⟨⟨fun t _ => ((he t).smul_const a).hasDerivWithinAt, fun t _ => ?_⟩, fun y hy => ?_⟩
  · have h1 : HasDerivAt (fun s : ℝ => (-Real.exp (-s)) • a)
        (-(Real.exp (-t) • a) - (2 : ℝ) • ((-Real.exp (-t)) • a)) t :=
      ((he t).fun_neg.smul_const a).congr_deriv (by module)
    exact h1.hasDerivWithinAt
  · simp only [totalEnergy, neg_zero, Real.exp_zero, one_smul, neg_smul, norm_neg] at hy
    nlinarith [norm_nonneg y, norm_nonneg a]

end DampedDynamics
```

For numbers, take $V=\mathbb R$ and $a=1$. Then $H(t)=e^{-2t}$, and between $t=0$ and $t=1$ the energy lost is $1-e^{-2}\approx0.865$. The representative instant satisfies $2e^{-2s}\approx0.865$, so $s\approx0.419$, where the speed is about $0.658$. It does lie inside the window.

```lean
#print axioms DampedDynamics.velocity_tendsto_zero
#print axioms DampedDynamics.damped_dynamics
#print axioms DampedDynamics.harmonic_gradient
```

```
'DampedDynamics.velocity_tendsto_zero' depends on axioms: [propext, Classical.choice, Quot.sound]
'DampedDynamics.damped_dynamics' depends on axioms: [propext, Classical.choice, Quot.sound]
'DampedDynamics.harmonic_gradient' depends on axioms: [propext, Classical.choice, Quot.sound]
```
